# How deleting data points shifts the mean of a finite data set

The lemma concerns a finite set of real data, such as repeated readings of one quantity, from which a subset `D` is deleted, with at least one point left. It says that the mean of the remaining points minus the mean of all the points equals minus the sum, over the deleted points, of their deviations from the full mean, divided by the number of points that remain. This is an exact identity for any real values, and it assumes nothing about how the data are distributed. The attempt writes the number of remaining points as a difference of two counts, splits the total into deleted and remaining parts, clears the denominator and finishes with linear algebra. To clear the denominator it first needs `hpos`, the fact that this difference is not zero.

In Lean, a first try:

```lean
import Mathlib

open Finset

namespace DeleteDJackknife

noncomputable section

variable {ι : Type*} [Fintype ι] [DecidableEq ι]

/-- The mean of all the data. -/
def mean (x : ι → ℝ) : ℝ := (∑ i, x i) / (Fintype.card ι : ℝ)

/-- The mean of the data that remain after the points in `D` are deleted. -/
def retainedMean (x : ι → ℝ) (D : Finset ι) : ℝ := (∑ i ∈ Dᶜ, x i) / (Dᶜ.card : ℝ)

/-- Deleting `D` shifts the mean by minus the sum of the deleted deviations, divided by the
number of retained points. -/
theorem retainedMean_sub_mean (x : ι → ℝ) (D : Finset ι) (hD : D.card < Fintype.card ι) :
    retainedMean x D - mean x =
      -(∑ i ∈ D, (x i - mean x)) / ((Fintype.card ι : ℝ) - D.card) := by
  have hlt : (D.card : ℝ) < Fintype.card ι := by exact_mod_cast hD
  have hpos : (Fintype.card ι : ℝ) - D.card ≠ 0 := by linarith [hlt] |> fun h => (sub_pos.2 hlt).ne'
  have hn : (Fintype.card ι : ℝ) ≠ 0 := by
    have : Fintype.card ι ≠ 0 := by omega
    exact_mod_cast this
  have hc : (Dᶜ.card : ℝ) = (Fintype.card ι : ℝ) - D.card := by
    have h : (D.card : ℝ) + Dᶜ.card = Fintype.card ι := by
      exact_mod_cast Finset.card_add_card_compl D
    linarith
  have hm : ∑ i, x i = (Fintype.card ι : ℝ) * mean x := by
    unfold mean
    field_simp
  have hs := Finset.sum_add_sum_compl D x
  unfold retainedMean
  rw [hc, Finset.sum_sub_distrib, Finset.sum_const, nsmul_eq_mul, eq_div_iff hpos, sub_mul,
    div_mul_cancel₀ _ hpos]
  linear_combination hs + hm

end

end DeleteDJackknife
```

Messages:

```
Main.lean:23:54: error: linarith failed to find a contradiction
ι : Type u_1
inst✝¹ : Fintype ι
inst✝ : DecidableEq ι
x : ι → ℝ
D : Finset ι
hD : #D < Fintype.card ι
hlt : ↑(#D) < ↑(Fintype.card ι)
⊢ False
failed
Main.lean:21:70: error: unsolved goals
ι : Type u_1
inst✝¹ : Fintype ι
inst✝ : DecidableEq ι
x : ι → ℝ
D : Finset ι
hD : #D < Fintype.card ι
hlt : ↑(#D) < ↑(Fintype.card ι)
⊢ retainedMean x D - mean x = (-∑ i ∈ D, (x i - mean x)) / (↑(Fintype.card ι) - ↑(#D))
```

The mended proof, as a diff:

```diff
@@ -21,5 +21,5 @@
       -(∑ i ∈ D, (x i - mean x)) / ((Fintype.card ι : ℝ) - D.card) := by
   have hlt : (D.card : ℝ) < Fintype.card ι := by exact_mod_cast hD
-  have hpos : (Fintype.card ι : ℝ) - D.card ≠ 0 := by linarith [hlt] |> fun h => (sub_pos.2 hlt).ne'
+  have hpos : (Fintype.card ι : ℝ) - D.card ≠ 0 := (sub_pos.2 hlt).ne'
   have hn : (Fintype.card ι : ℝ) ≠ 0 := by
     have : Fintype.card ι ≠ 0 := by omega
```

What went wrong. Both errors come from the line that proves `hpos`. The first message shows `linarith` trying to derive `False`. What it has to work with is `hlt`, which says that fewer points are deleted than there are in all. That is perfectly consistent, and no hypothesis says that the difference of the counts is zero, so there is no contradiction to find.

The second message shows the main goal still open, with `hlt` in the context but not `hpos`. The proof had got no further than this line.

The call to `linarith` was never needed. The function after `|>` ignores its argument `h`, and its body, `(sub_pos.2 hlt).ne'`, is already a complete proof: `sub_pos.2 hlt` says that the difference is positive, and `.ne'` turns that into the statement that it is not zero. The repair keeps this term and drops the rest of the line's proof. With `hpos` in place, the remaining steps go through unchanged.
